# The corrective potential of a charged slab in a periodic cell

A plane-wave calculation of a slab solves the Poisson equation in a periodic cell and discards the zero-wavevector component of the density, which amounts to adding a uniform background that cancels the net charge. To recover the potential of the isolated slab one adds a corrective potential. For the planar average of the potential, with a given continuous charge density in vacuum, that correction is a parabola (a straight line when the cell is neutral) in the coordinate normal to the slab, fixed up to a constant by the charge, the dipole and the length of the cell.

Let z be that coordinate, [0, L] the cell, placed so that the whole slab lies inside it, and ρ(z) the planar-averaged charge density. Units are Gaussian, so a potential φ with source σ obeys φ″ = −4πσ. Write q and p for the charge and dipole per unit area of the cell, v for the open-boundary potential and w for the periodic one. The result is

v(z) − w(z) = −(2π/L)(q z² − 2p z) + (v(0) − w(0)),  0 ≤ z ≤ L.

## The objects

```lean
import Mathlib

open Set MeasureTheory intervalIntegral Real

noncomputable section

namespace SlabCorrection
```

The `open` line makes the short names for intervals, integrals and π available. `Icc 0 L` is the closed interval [0, L] and `Ioo 0 L` the open interval (0, L).

```lean
/-- Charge per unit area contained in `[0, z]`. -/
def charge (ρ : ℝ → ℝ) (z : ℝ) : ℝ := ∫ s in (0 : ℝ)..z, ρ s
```

The type `ℝ → ℝ` is that of real functions of a real variable, and Lean writes ρ(s) as `ρ s`. The definition is the cumulative charge

Q(z) = ∫₀ᶻ ρ(s) ds,

so the total charge q = Q(L) appears as `charge ρ L`.

```lean
/-- Dipole moment per unit area, about the origin, of the charge in `[0, z]`. -/
def dipole (ρ : ℝ → ℝ) (z : ℝ) : ℝ := ∫ s in (0 : ℝ)..z, s * ρ s
```

This is the cumulative dipole

P(z) = ∫₀ᶻ s ρ(s) ds,

and p = P(L) is `dipole ρ L`. The moment is taken about the cell edge z = 0.

```lean
/-- Open-boundary potential `v(z) = -2π ∫₀ᴸ |z - s| ρ(s) ds` of the planar charge. -/
def vOpen (ρ : ℝ → ℝ) (L z : ℝ) : ℝ := -2 * π * ∫ s in (0 : ℝ)..L, |z - s| * ρ s
```

A sheet of unit charge per area at s has potential −2π|z − s|, and v superposes the sheets in the cell with no periodic images:

v(z) = −2π ∫₀ᴸ |z − s| ρ(s) ds.

This formula also fixes the zero of v.

```lean
/-- The function `-2π (2 Q(z) - q)`, with `Q(z)` the charge in `[0, z]` and `q = Q(L)`. -/
def vOpenSlope (ρ : ℝ → ℝ) (L z : ℝ) : ℝ := -2 * π * (2 * charge ρ z - charge ρ L)
```

The function −2π(2Q(z) − q) is only named here. That it is the slope v′ is proved below.

```lean
/-- The parabola `-(2π/L)(q z² - 2 p z)` built from the charge and dipole of the cell. -/
def parabola (ρ : ℝ → ℝ) (L z : ℝ) : ℝ :=
  -(2 * π / L) * (charge ρ L * z ^ 2 - 2 * dipole ρ L * z)
```

This is the parabola of the result without its constant, so it vanishes at z = 0.

```lean
/-- `φ` is continuous on `[0, L]`, and inside the cell it has slope `φ'` and obeys the
Poisson equation `φ'' = -4π σ`. -/
structure SolvesPoisson (L : ℝ) (σ φ φ' : ℝ → ℝ) : Prop where
  cont : ContinuousOn φ (Icc 0 L)
  slope : ∀ z ∈ Ioo 0 L, HasDerivAt φ (φ' z) z
  poisson : ∀ z ∈ Ioo 0 L, HasDerivAt φ' (-4 * π * σ z) z
```

A `structure` ending in `Prop` bundles conditions under one name. `HasDerivAt f d z` says that f is differentiable at z with derivative d. The three fields say that φ is continuous on [0, L], that `φ'` is its derivative on (0, L), and that `φ'` has derivative −4πσ there. The prime is part of a name: `φ'` is a second function, tied to φ by `slope` only inside the cell. No derivative at the two ends is required.

## Two tools from calculus

```lean
/-- A function continuous on `[a, b]` with zero slope inside takes equal values at the ends. -/
theorem eq_of_slope_zero {f : ℝ → ℝ} {a b : ℝ} (hab : a ≤ b)
    (hc : ContinuousOn f (Icc a b)) (hd : ∀ x ∈ Ioo a b, HasDerivAt f 0 x) : f b = f a := by
  rcases hab.eq_or_lt with h | h
  · rw [h]
  · obtain ⟨c, -, h0⟩ := exists_hasDerivAt_eq_slope f (fun _ => 0) h hc hd
    have hne : b - a ≠ 0 := (sub_pos.mpr h).ne'
    have h1 : (0 : ℝ) = (f b - f a) / (b - a) := h0
    rw [eq_div_iff hne] at h1
    linarith
```

A theorem lists its hypotheses in brackets with names such as `hab`, states the claim after the colon and gives the proof after `by`. Here f is continuous on [a, b] with zero derivative inside, and the claim is f(b) = f(a). For a = b nothing is to be shown. For a < b the mean value theorem, `exists_hasDerivAt_eq_slope`, gives a point where the derivative equals (f(b) − f(a))/(b − a), and that derivative is zero.

```lean
/-- The cumulative integral of a density continuous on `[0, L]` is continuous there and has
the density as its slope inside. -/
theorem primitive {f : ℝ → ℝ} {L : ℝ} (hL : 0 ≤ L) (hf : ContinuousOn f (Icc 0 L)) :
    ContinuousOn (fun x => ∫ s in (0 : ℝ)..x, f s) (Icc 0 L) ∧
      ∀ z ∈ Ioo 0 L, HasDerivAt (fun x => ∫ s in (0 : ℝ)..x, f s) (f z) z := by
  constructor
  · have := continuousOn_primitive_interval (μ := volume) (a := 0) (b := L) (f := f)
      (by rw [uIcc_of_le hL]; exact hf.integrableOn_Icc)
    rwa [uIcc_of_le hL] at this
  · intro z hz
    exact integral_hasDerivAt_right
      ((hf.mono (Icc_subset_Icc_right hz.2.le)).intervalIntegrable_of_Icc hz.1.le)
      (ContinuousOn.stronglyMeasurableAtFilter isOpen_Ioo (hf.mono Ioo_subset_Icc_self) z hz)
      (hf.continuousAt (Icc_mem_nhds hz.1 hz.2))
```

This is the fundamental theorem of calculus: for f continuous on [0, L], the function x ↦ ∫₀ˣ f(s) ds is continuous on [0, L] and has derivative f(z) at each interior z. With f = ρ and f(s) = sρ(s) it gives Q′ = ρ and P′(z) = zρ(z).

## The open-boundary potential

```lean
/-- In the cell, `v(z) = -2π (2 z Q(z) - 2 P(z) + p - z q)`, with `Q, P` the charge and dipole
in `[0, z]` and `q, p` those of the whole cell. -/
theorem vOpen_eq {ρ : ℝ → ℝ} {L z : ℝ} (hρ : ContinuousOn ρ (Icc 0 L)) (hz : z ∈ Icc 0 L) :
    vOpen ρ L z = -2 * π *
      (2 * z * charge ρ z - 2 * dipole ρ z + dipole ρ L - z * charge ρ L) := by
  have I1 : ∀ g : ℝ → ℝ, ContinuousOn g (Icc 0 L) → IntervalIntegrable g volume 0 z :=
    fun g hg => (hg.mono (Icc_subset_Icc_right hz.2)).intervalIntegrable_of_Icc hz.1
  have I2 : ∀ g : ℝ → ℝ, ContinuousOn g (Icc 0 L) → IntervalIntegrable g volume z L :=
    fun g hg => (hg.mono (Icc_subset_Icc_left hz.1)).intervalIntegrable_of_Icc hz.2
  have hs : ContinuousOn (fun s => s * ρ s) (Icc 0 L) := continuousOn_id.mul hρ
  have hc : Continuous fun s : ℝ => |z - s| := by fun_prop
  have ha : ContinuousOn (fun s => |z - s| * ρ s) (Icc 0 L) := hc.continuousOn.mul hρ
  -- sheets to the left of z
  have A : ∫ s in (0 : ℝ)..z, |z - s| * ρ s
      = z * (∫ s in (0 : ℝ)..z, ρ s) - ∫ s in (0 : ℝ)..z, s * ρ s := by
    have : ∫ s in (0 : ℝ)..z, |z - s| * ρ s = ∫ s in (0 : ℝ)..z, (z * ρ s - s * ρ s) := by
      refine intervalIntegral.integral_congr fun s h => ?_
      rw [uIcc_of_le hz.1] at h
      show |z - s| * ρ s = z * ρ s - s * ρ s
      rw [abs_of_nonneg (by linarith [h.2])]
      ring
    rw [this, intervalIntegral.integral_sub ((I1 _ hρ).const_mul z) (I1 _ hs),
      intervalIntegral.integral_const_mul]
  -- sheets to the right of z
  have B : ∫ s in z..L, |z - s| * ρ s = (∫ s in z..L, s * ρ s) - z * ∫ s in z..L, ρ s := by
    have : ∫ s in z..L, |z - s| * ρ s = ∫ s in z..L, (s * ρ s - z * ρ s) := by
      refine intervalIntegral.integral_congr fun s h => ?_
      rw [uIcc_of_le hz.2] at h
      show |z - s| * ρ s = s * ρ s - z * ρ s
      rw [abs_of_nonpos (by linarith [h.1])]
      ring
    rw [this, intervalIntegral.integral_sub (I2 _ hs) ((I2 _ hρ).const_mul z),
      intervalIntegral.integral_const_mul]
  have e1 : (∫ s in (0 : ℝ)..z, ρ s) + ∫ s in z..L, ρ s = ∫ s in (0 : ℝ)..L, ρ s :=
    integral_add_adjacent_intervals (I1 _ hρ) (I2 _ hρ)
  have e2 : (∫ s in (0 : ℝ)..z, s * ρ s) + ∫ s in z..L, s * ρ s
      = ∫ s in (0 : ℝ)..L, s * ρ s := integral_add_adjacent_intervals (I1 _ hs) (I2 _ hs)
  have e3 : (∫ s in (0 : ℝ)..z, |z - s| * ρ s) + ∫ s in z..L, |z - s| * ρ s
      = ∫ s in (0 : ℝ)..L, |z - s| * ρ s :=
    integral_add_adjacent_intervals (I1 _ ha) (I2 _ ha)
  unfold vOpen charge dipole
  linear_combination (-2 * π) * (A + B + e2 - e3 - z * e1)
```

For z in the cell, split the integral at z. To the left |z − s| = z − s, to the right |z − s| = s − z, so

∫₀ᶻ (z − s) ρ ds = z Q(z) − P(z),

∫ from z to L of (s − z) ρ ds = (p − P(z)) − z (q − Q(z)).

Adding and multiplying by −2π gives

v(z) = −2π (2z Q(z) − 2P(z) + p − z q).

In the proof, `A` and `B` remove the absolute value on the two sides, and `e1`, `e2`, `e3` join the integrals over [0, z] and [z, L]. The tactic `linear_combination` takes a weighted sum of known equations and checks by algebra that it is the goal.

```lean
/-- The open-boundary potential solves `v'' = -4π ρ` in the cell, with slope
`-2π (2 Q(z) - q)`. -/
theorem vOpen_poisson {ρ : ℝ → ℝ} {L : ℝ} (hL : 0 ≤ L) (hρ : ContinuousOn ρ (Icc 0 L)) :
    SolvesPoisson L ρ (vOpen ρ L) (vOpenSlope ρ L) := by
  have hs : ContinuousOn (fun s => s * ρ s) (Icc 0 L) := continuousOn_id.mul hρ
  have cQ : ContinuousOn (charge ρ) (Icc 0 L) := (primitive hL hρ).1
  have cP : ContinuousOn (dipole ρ) (Icc 0 L) := (primitive hL hs).1
  refine ⟨?_, fun z hz => ?_, fun z hz => ?_⟩
  · have h : ContinuousOn (fun x => -2 * π * (2 * x * charge ρ x - 2 * dipole ρ x
        + dipole ρ L - x * charge ρ L)) (Icc 0 L) := by fun_prop
    exact h.congr fun x hx => vOpen_eq hρ hx
  · have hQ : HasDerivAt (charge ρ) (ρ z) z := (primitive hL hρ).2 z hz
    have hP : HasDerivAt (dipole ρ) (z * ρ z) z := (primitive hL hs).2 z hz
    have h : HasDerivAt (fun x => -2 * π * (2 * x * charge ρ x - 2 * dipole ρ x
        + dipole ρ L - x * charge ρ L)) (vOpenSlope ρ L z) z :=
      (((((((hasDerivAt_id' z).const_mul 2).fun_mul hQ).fun_sub (hP.const_mul 2)).add_const
        (dipole ρ L)).fun_sub ((hasDerivAt_id' z).mul_const (charge ρ L))).const_mul
        (-2 * π)).congr_deriv (by unfold vOpenSlope; ring)
    refine h.congr_of_eventuallyEq ?_
    filter_upwards [Icc_mem_nhds hz.1 hz.2] with x hx using vOpen_eq hρ hx
  · have hQ : HasDerivAt (charge ρ) (ρ z) z := (primitive hL hρ).2 z hz
    exact (((hQ.const_mul 2).sub_const (charge ρ L)).const_mul (-2 * π)).congr_deriv (by ring)
```

The closed form is continuous because Q and P are. Differentiating it inside the cell,

v′(z) = −2π (2Q + 2zρ − 2zρ − q) = −2π (2Q(z) − q),

v″(z) = −2π · 2ρ(z) = −4πρ(z).

The three bullets prove the three fields of `SolvesPoisson`. The equality of the closed form with v has been proved only on [0, L], so the second bullet uses `congr_of_eventuallyEq`: two functions that agree near an interior point share their derivative there.

The way the derivatives are obtained is worth reusing. One starts from known facts such as `hQ` and `hasDerivAt_id' z`, chains the rules `const_mul`, `fun_mul` and `fun_sub` in the shape of the expression, and accepts whatever unsimplified derivative results. Then `congr_deriv` exchanges it for the wanted form, and `ring` checks that the two agree.

```lean
/-- The open-boundary potential changes by `-2π (q L - 2 p)` across the cell. -/
theorem vOpen_drop {ρ : ℝ → ℝ} {L : ℝ} (hL : 0 ≤ L) (hρ : ContinuousOn ρ (Icc 0 L)) :
    vOpen ρ L L - vOpen ρ L 0 = -2 * π * (charge ρ L * L - 2 * dipole ρ L) := by
  have h0 : dipole ρ 0 = 0 := integral_same
  rw [vOpen_eq (z := L) hρ ⟨hL, le_rfl⟩, vOpen_eq (z := 0) hρ ⟨le_rfl, hL⟩, h0]
  ring
```

At the ends the closed form gives v(L) = −2π(qL − p) and, since P(0) = 0, v(0) = −2πp. Hence

v(L) − v(0) = −2π (qL − 2p).

## The corrective potential

```lean
/-- If `w'' = -4π (ρ - q/L)` in the cell and `w(0) = w(L)`, the corrective potential is
`v - w = -(2π/L)(q z² - 2 p z) + (v(0) - w(0))` on `[0, L]`. -/
theorem corrective_potential {ρ w w' : ℝ → ℝ} {L : ℝ} (hL : 0 < L)
    (hρ : ContinuousOn ρ (Icc 0 L))
    (hw : SolvesPoisson L (fun z => ρ z - charge ρ L / L) w w') (hper : w 0 = w L) :
    ∀ z ∈ Icc 0 L, vOpen ρ L z - w z = parabola ρ L z + (vOpen ρ L 0 - w 0) := by
  have hv := vOpen_poisson hL.le hρ
  -- first integration of (v - w)'' = -4π q/L
  obtain ⟨a, ha⟩ : ∃ a, ∀ z ∈ Ioo 0 L,
      vOpenSlope ρ L z - w' z + 4 * π * (charge ρ L / L) * z = a := by
    have hd : ∀ z ∈ Ioo 0 L, HasDerivAt
        (fun x => vOpenSlope ρ L x - w' x + 4 * π * (charge ρ L / L) * x) 0 z := fun z hz =>
      (((hv.poisson z hz).fun_sub (hw.poisson z hz)).fun_add
        ((hasDerivAt_id' z).const_mul (4 * π * (charge ρ L / L)))).congr_deriv (by ring)
    have key := fun x y (hx : x ∈ Ioo 0 L) (hy : y ∈ Ioo 0 L) (hxy : x ≤ y) =>
      eq_of_slope_zero hxy
        (fun t ht => (hd t ⟨hx.1.trans_le ht.1, ht.2.trans_lt hy.2⟩).continuousAt.continuousWithinAt)
        (fun t ht => hd t ⟨hx.1.trans ht.1, ht.2.trans hy.2⟩)
    have hm : L / 2 ∈ Ioo 0 L := ⟨by linarith, by linarith⟩
    refine ⟨vOpenSlope ρ L (L / 2) - w' (L / 2) + 4 * π * (charge ρ L / L) * (L / 2),
      fun z hz => ?_⟩
    rcases le_total z (L / 2) with h | h
    · exact (key _ _ hz hm h).symm
    · exact key _ _ hm hz h
  -- second integration
  have cv := hv.cont
  have cw := hw.cont
  have hc : ContinuousOn (fun x => vOpen ρ L x - w x
      + 2 * π * (charge ρ L / L) * x ^ 2 - a * x) (Icc 0 L) := by fun_prop
  have h2 : ∀ z ∈ Icc 0 L, vOpen ρ L z - w z + 2 * π * (charge ρ L / L) * z ^ 2 - a * z
      = vOpen ρ L 0 - w 0 + 2 * π * (charge ρ L / L) * 0 ^ 2 - a * 0 := by
    intro z hz
    refine eq_of_slope_zero hz.1 (hc.mono (Icc_subset_Icc_right hz.2)) fun t ht => ?_
    have ht' : t ∈ Ioo 0 L := ⟨ht.1, ht.2.trans_le hz.2⟩
    have hsq : HasDerivAt (fun x : ℝ => x ^ 2) (2 * t) t := by simpa using hasDerivAt_pow 2 t
    exact ((((hv.slope t ht').fun_sub (hw.slope t ht')).fun_add
      (hsq.const_mul (2 * π * (charge ρ L / L)))).fun_sub
      ((hasDerivAt_id' t).const_mul a)).congr_deriv (by linear_combination ha t ht')
  -- periodicity of w fixes the linear coefficient
  have hlin : a = 4 * π * dipole ρ L / L := by
    have hq : charge ρ L / L * L ^ 2 = charge ρ L * L := by field_simp
    rw [eq_div_iff hL.ne']
    linear_combination vOpen_drop hL.le hρ - h2 L ⟨hL.le, le_rfl⟩ + hper + 2 * π * hq
  intro z hz
  unfold parabola
  linear_combination h2 z hz + z * hlin
```

The hypotheses are L > 0, ρ continuous on [0, L], `hw`, which says that w solves the Poisson equation with source ρ − q/L, and `hper`, which says w(0) = w(L). The term −q/L is the neutralising background. Periodicity enters through the values only, and matching of the slopes is not assumed. The theorem does not ask the density to vanish near the cell ends, but v is built from the charge as it lies in [0, L], so a slab that is wrapped across the cell edge should first be shifted to lie whole inside the cell. The statement concerns the potential on [0, L] for a given ρ. It says nothing about energies, self-consistency, lateral variation, dielectric surroundings or delta-function sheets.

By hand, set u = v − w. Subtracting the two Poisson equations,

u″ = −4πρ + 4π(ρ − q/L) = −4πq/L.

So u′(z) + 4π(q/L) z has zero derivative and equals a constant a on (0, L). Then u(z) + 2π(q/L) z² − a z has zero derivative inside and is continuous on [0, L], so

u(z) = −2π(q/L) z² + a z + u(0).

At z = L, periodicity of w gives u(L) − u(0) = v(L) − v(0), that is

−2πqL + aL = −2π(qL − 2p),

and a = 4πp/L. Inserting a gives the result.

In the proof, `ha` is the first integration. Since `w'` is controlled only inside the cell, each interior point is compared with the midpoint L/2 and not with an end. The second integration is `h2`, which compares z with 0 and uses the continuity `hc`. The value of a is `hlin`, which combines `vOpen_drop`, `h2` at z = L and `hper`.

A small example, worked on paper and not in Lean, shows the role of `hper`. Take L = 1, ρ = 0 and w(z) = z. Then q = p = 0, v = 0 and w″ = 0, so `hw` holds, while w(0) ≠ w(1). The formula would give v − w = 0, but v − w = −z. Without periodicity a uniform field can be added to w at will.

```lean
/-- Conversely, `v` minus the parabola solves `w'' = -4π (ρ - q/L)` in the cell, and its value
and slope function agree at the two cell ends. -/
theorem periodic_solution {ρ : ℝ → ℝ} {L : ℝ} (hL : 0 < L) (hρ : ContinuousOn ρ (Icc 0 L)) :
    let w := fun z => vOpen ρ L z - parabola ρ L z
    let w' := fun z => vOpenSlope ρ L z + 4 * π / L * (charge ρ L * z - dipole ρ L)
    SolvesPoisson L (fun z => ρ z - charge ρ L / L) w w' ∧ w 0 = w L ∧ w' 0 = w' L := by
  intro w w'
  have hv := vOpen_poisson hL.le hρ
  have hinv : L * L⁻¹ = 1 := mul_inv_cancel₀ hL.ne'
  refine ⟨⟨?_, fun t ht => ?_, fun t ht => ?_⟩, ?_, ?_⟩
  · have hp : Continuous (parabola ρ L) := by unfold parabola; fun_prop
    exact hv.cont.sub hp.continuousOn
  · have hsq : HasDerivAt (fun x : ℝ => x ^ 2) (2 * t) t := by simpa using hasDerivAt_pow 2 t
    exact ((hv.slope t ht).fun_sub (((hsq.const_mul (charge ρ L)).fun_sub
      ((hasDerivAt_id' t).const_mul (2 * dipole ρ L))).const_mul
      (-(2 * π / L)))).congr_deriv (by simp only [w']; ring)
  · exact ((hv.poisson t ht).fun_add ((((hasDerivAt_id' t).const_mul (charge ρ L)).sub_const
      (dipole ρ L)).const_mul (4 * π / L))).congr_deriv (by ring)
  · simp only [w, parabola]
    linear_combination -vOpen_drop hL.le hρ
      - 2 * π * (charge ρ L * L - 2 * dipole ρ L) * hinv
  · have h0 : charge ρ 0 = 0 := integral_same
    simp only [w', vOpenSlope, h0]
    linear_combination -4 * π * charge ρ L * hinv
```

Here `let` names two functions, w = v minus the parabola and

w′(z) = −2π(2Q(z) − q) + (4π/L)(q z − p).

For every continuous ρ and L > 0 they satisfy `hw` and `hper`, so a periodic solution exists. The derivative of w′ is −4πρ + 4πq/L. The parabola changes by −2π(qL − 2p) across the cell, the same as v, so w(0) = w(L). With Q(0) = 0 and Q(L) = q, both w′(0) and w′(L) equal 2πq − 4πp/L. This last equality is stated for the values of the formula `w'` at the ends, with no claim about one-sided derivatives.

```lean
/-- For a neutral cell the corrective potential is linear: `4π p z / L + (v(0) - w(0))`. -/
theorem corrective_neutral {ρ w w' : ℝ → ℝ} {L : ℝ} (hL : 0 < L)
    (hρ : ContinuousOn ρ (Icc 0 L)) (hq : charge ρ L = 0)
    (hw : SolvesPoisson L ρ w w') (hper : w 0 = w L) :
    ∀ z ∈ Icc 0 L,
      vOpen ρ L z - w z = 4 * π * dipole ρ L * z / L + (vOpen ρ L 0 - w 0) := by
  intro z hz
  have hw' : SolvesPoisson L (fun z => ρ z - charge ρ L / L) w w' := by
    simpa [hq] using hw
  rw [corrective_potential hL hρ hw' hper z hz, parabola, hq]
  ring
```

For q = 0 the background vanishes, w solves w″ = −4πρ, and the correction is the potential of a uniform field:

v(z) − w(z) = 4πp z/L + (v(0) − w(0)).

The proof rewrites the source as ρ − q/L, applies `corrective_potential` and sets q = 0.

```lean
/-- For a charged cell the corrective potential is `-(2π q/L)(z - p/q)²` plus a constant. -/
theorem corrective_charged {ρ w w' : ℝ → ℝ} {L : ℝ} (hL : 0 < L)
    (hρ : ContinuousOn ρ (Icc 0 L)) (hq : charge ρ L ≠ 0)
    (hw : SolvesPoisson L (fun z => ρ z - charge ρ L / L) w w') (hper : w 0 = w L) :
    ∃ C, ∀ z ∈ Icc 0 L, vOpen ρ L z - w z
      = -(2 * π * charge ρ L / L) * (z - dipole ρ L / charge ρ L) ^ 2 + C := by
  refine ⟨vOpen ρ L 0 - w 0 + 2 * π * dipole ρ L ^ 2 / (L * charge ρ L), fun z hz => ?_⟩
  have hne := hL.ne'
  rw [corrective_potential hL hρ hw hper z hz, parabola]
  field_simp
  ring

end SlabCorrection
```

For q ≠ 0, completing the square gives

q z² − 2p z = q (z − p/q)² − p²/q,

so the correction is −(2πq/L)(z − p/q)² plus a constant C, a parabola centred at the centre of charge p/q, which need not lie in the cell if ρ changes sign. The statement says only that some C exists. The proof supplies C = v(0) − w(0) + 2πp²/(Lq), and `field_simp` with `ring` clears the denominators and checks the identity.

```lean
#print axioms SlabCorrection.periodic_solution
#print axioms SlabCorrection.corrective_neutral
#print axioms SlabCorrection.corrective_charged
```

```
'SlabCorrection.periodic_solution' depends on axioms: [propext, Classical.choice, Quot.sound]
'SlabCorrection.corrective_neutral' depends on axioms: [propext, Classical.choice, Quot.sound]
'SlabCorrection.corrective_charged' depends on axioms: [propext, Classical.choice, Quot.sound]
```
